# The gradient-correction spin factor is strictly concave, and its slope diverges at full polarisation

A density-functional program that differentiates the gradient correction of the PBE correlation functional with respect to spin polarisation can fail on a hydrogen atom. Every point there is fully polarised, and the textbook derivative of the spin factor divides by zero. A one-sided finite-difference check doesn't help, because the magnitude of its result keeps growing as the step shrinks. Someone who expects a finite slope will look for a coding error, but the divergence belongs to the function itself.

Let n↑ and n↓ be the spin densities, n = n↑ + n↓ > 0 their sum, and z = (n↑ − n↓)/n the relative polarisation, so that −1 ≤ z ≤ 1. The factor is

φ(z) = ((1+z)^(2/3) + (1−z)^(2/3))/2.

It is even and strictly concave on [−1,1], it decreases strictly on [0,1] from 1 to 2^(−1/3), and its derivative tends to −∞ as z → 1 from below.

```lean
import Mathlib

open Set Filter Topology

namespace GradientSpinFactor

noncomputable section
```

## The mean over two spin channels

Most of the argument works for any exponent p with 0 < p < 1, so define

φ_p(z) = ((1+z)^p + (1−z)^p)/2.

Since 1+z = 2n↑/n and 1−z = 2n↓/n, each term belongs to one spin channel. In a uniform gas the Fermi wavevector of a channel scales as the cube root of its density. At p = 2/3 the factor is therefore the mean squared Fermi wavevector of the two channels, relative to the unpolarised gas of the same total density. The exponent is taken as given here, not derived from a theory of the inhomogeneous gas.

In Lean, `spinFactor p z` is this expression with real powers. The polarisation is a single real number, not a field in space.

```lean
/-- The spin factor with exponent `p` at relative spin polarisation `z`: the mean of the
`p`-th powers of the scaled spin densities `1 + z` and `1 - z`. -/
def spinFactor (p z : ℝ) : ℝ := ((1 + z) ^ p + (1 - z) ^ p) / 2
```

Changing the sign of z exchanges the two terms, so

φ_p(−z) = φ_p(z).

The Lean proof rewrites 1 + (−z) and 1 − (−z), then reorders the sum.

```lean
/-- The spin factor is unchanged when the two spin channels are exchanged. -/
theorem spinFactor_neg (p z : ℝ) : spinFactor p (-z) = spinFactor p z := by
  have h1 : 1 + -z = 1 - z := by ring
  have h2 : 1 - -z = 1 + z := by ring
  unfold spinFactor
  rw [h1, h2]
  ring
```

## Strict concavity, channel by channel

Take x ≠ y in [−1,1] and weights a, b > 0 with a + b = 1. The function u ↦ u^p is strictly concave on [0,∞), and 1+x and 1+y are distinct points there. Hence

(1 + ax + by)^p = (a(1+x) + b(1+y))^p > a(1+x)^p + b(1+y)^p.

The same argument for the other channel gives

(1 − ax − by)^p > a(1−x)^p + b(1−y)^p.

Half the sum of the two inequalities is

φ_p(ax + by) > a φ_p(x) + b φ_p(y).

In the code, `h1` and `h2` are the two channel inequalities, `e1` and `e2` use a + b = 1 to rewrite their arguments, and the last `linarith` adds them.

The condition p < 1 matters: at p = 1 the factor is ((1+z) + (1−z))/2 = 1 for every z, with neither strict concavity nor a divergent slope.

```lean
/-- For an exponent between 0 and 1 the spin factor is strictly concave in the polarisation. -/
theorem spinFactor_strictConcaveOn {p : ℝ} (hp0 : 0 < p) (hp1 : p < 1) :
    StrictConcaveOn ℝ (Icc (-1) 1) (spinFactor p) := by
  refine ⟨convex_Icc _ _, ?_⟩
  intro x hx y hy hxy a b ha hb hab
  have h := Real.strictConcaveOn_rpow hp0 hp1
  -- strict concavity of the power in each spin channel
  have h1 := h.2 (show 1 + x ∈ Ici (0 : ℝ) from mem_Ici.2 (by linarith [hx.1]))
    (show 1 + y ∈ Ici (0 : ℝ) from mem_Ici.2 (by linarith [hy.1]))
    (fun e => hxy (by linarith)) ha hb hab
  have h2 := h.2 (show 1 - x ∈ Ici (0 : ℝ) from mem_Ici.2 (by linarith [hx.2]))
    (show 1 - y ∈ Ici (0 : ℝ) from mem_Ici.2 (by linarith [hy.2]))
    (fun e => hxy (by linarith)) ha hb hab
  simp only [smul_eq_mul] at h1 h2 ⊢
  have e1 : a * (1 + x) + b * (1 + y) = 1 + (a * x + b * y) := by linear_combination hab
  have e2 : a * (1 - x) + b * (1 - y) = 1 - (a * x + b * y) := by linear_combination hab
  rw [e1] at h1
  rw [e2] at h2
  unfold spinFactor
  linarith
```

## Decrease from zero to full polarisation

Let 0 ≤ x < y ≤ 1 and put t = x/y, so that 0 ≤ t < 1. Then x is a mixture of the opposite polarisations y and −y with positive weights:

x = ((1+t)/2) y + ((1−t)/2)(−y).

Strict concavity, followed by evenness, gives

φ_p(x) > ((1+t)/2) φ_p(y) + ((1−t)/2) φ_p(−y) = φ_p(y).

No derivative is needed, so the endpoint y = 1 is included. `StrictAntiOn` on `Icc 0 1` states exactly this strict decrease on the closed interval.

```lean
/-- For an exponent between 0 and 1 the spin factor decreases strictly as the polarisation
grows from 0 to 1. -/
theorem spinFactor_strictAntiOn {p : ℝ} (hp0 : 0 < p) (hp1 : p < 1) :
    StrictAntiOn (spinFactor p) (Icc 0 1) := by
  intro x hx y hy hxy
  have hy0 : 0 < y := lt_of_le_of_lt hx.1 hxy
  -- `x` is a proper mixture of the opposite polarisations `y` and `-y`
  obtain ⟨t, ht0, ht1, ht⟩ : ∃ t : ℝ, 0 ≤ t ∧ t < 1 ∧ t * y = x :=
    ⟨x / y, div_nonneg hx.1 hy0.le, (div_lt_one hy0).2 hxy, div_mul_cancel₀ x hy0.ne'⟩
  have h := (spinFactor_strictConcaveOn hp0 hp1).2
    (show y ∈ Icc (-1 : ℝ) 1 from ⟨by linarith, hy.2⟩)
    (show -y ∈ Icc (-1 : ℝ) 1 from ⟨by linarith [hy.2], by linarith⟩)
    (fun e => by linarith)
    (show 0 < (1 + t) / 2 by linarith) (show 0 < (1 - t) / 2 by linarith) (by ring)
  simp only [smul_eq_mul] at h
  have e : (1 + t) / 2 * y + (1 - t) / 2 * (-y) = x := by linear_combination ht
  rw [e, spinFactor_neg] at h
  linarith
```

At zero polarisation both channels contribute 1^p = 1, so φ_p(0) = 1.

```lean
/-- The spin factor of the unpolarised gas is 1. -/
theorem spinFactor_zero (p : ℝ) : spinFactor p 0 = 1 := by
  norm_num [spinFactor]
```

At full polarisation the minority channel is empty. Lean sets 0^p = 0 for every p ≠ 0, so the theorem assumes no more than that, but for p < 0 this is only a convention and the value has no physical meaning. For p > 0 it is the ordinary value of the power, which leaves

φ_p(1) = 2^p/2 = 2^(p−1).

```lean
/-- For a nonzero exponent `p` the spin factor at polarisation 1 is `2 ^ (p - 1)`. For negative `p`
this rests on Lean's convention that `0 ^ p = 0`. -/
theorem spinFactor_one {p : ℝ} (hp : p ≠ 0) : spinFactor p 1 = 2 ^ (p - 1) := by
  unfold spinFactor
  rw [sub_self, Real.zero_rpow hp, add_zero, one_add_one_eq_two,
    Real.rpow_sub_one two_ne_zero]
```

## The slope near full polarisation

For −1 < z < 1 both bases are positive, and the chain rule gives

φ_p′(z) = (p/2)((1+z)^(p−1) − (1−z)^(p−1)).

`HasDerivAt` states both that the derivative exists and that it has this value. The proof differentiates the two powers separately and combines them.

```lean
/-- The derivative of the spin factor with respect to the polarisation, at partial
polarisation. -/
theorem spinFactor_hasDerivAt (p : ℝ) {z : ℝ} (hz : z ∈ Ioo (-1 : ℝ) 1) :
    HasDerivAt (spinFactor p) (p / 2 * ((1 + z) ^ (p - 1) - (1 - z) ^ (p - 1))) z := by
  have h1 : HasDerivAt (fun x : ℝ => 1 + x) 1 z := (hasDerivAt_id' z).const_add 1
  have h2 : HasDerivAt (fun x : ℝ => 1 - x) (-1) z := (hasDerivAt_id' z).const_sub 1
  have n1 : 1 + z ≠ 0 := (show 0 < 1 + z by linarith [hz.1]).ne'
  have n2 : 1 - z ≠ 0 := (sub_pos.2 hz.2).ne'
  have h3 := ((h1.rpow_const (p := p) (Or.inl n1)).fun_add
    (h2.rpow_const (p := p) (Or.inl n2))).div_const 2
  exact h3.congr_deriv (by ring)
```

Now let b be any real number, however negative. For 0 < z < 1 the majority term satisfies (1+z)^(p−1) ≤ 1, because its base is at least 1 and its exponent is negative. The minority term (1−z)^(p−1) grows without limit as z → 1, so close enough to 1 it is at least 1 − 2b/p. There

φ_p′(z) ≤ (p/2)(1 − (1 − 2b/p)) = b.

Since b was arbitrary, the slope tends to −∞. Lean writes the approach from below as `𝓝[<] 1` and the limit −∞ as `atBot`. In the proof, `hT` is the divergence of the minority term, written as a positive power of 1/(1−z), and `hA` is the bound on the majority term.

In practice a code may keep 1 − |z| above a small threshold. With a threshold of 10^(−12) and p = 2/3, the slope at the cut-off near z = 1 is about −3.3 × 10³: finite, but set by the threshold.

```lean
/-- For an exponent between 0 and 1 the slope of the spin factor tends to minus infinity as
the gas approaches full polarisation. -/
theorem spinFactor_deriv_tendsto {p : ℝ} (hp0 : 0 < p) (hp1 : p < 1) :
    Tendsto (deriv (spinFactor p)) (𝓝[<] 1) atBot := by
  have h0 : Tendsto (fun z : ℝ => 1 - z) (𝓝[<] 1) (𝓝[>] 0) := by
    refine tendsto_nhdsWithin_iff.2 ⟨?_, ?_⟩
    · have h : Tendsto (fun z : ℝ => 1 - z) (𝓝 1) (𝓝 (1 - 1)) :=
        (continuous_const.sub continuous_id).tendsto 1
      rw [sub_self] at h
      exact h.mono_left nhdsWithin_le_nhds
    · filter_upwards [self_mem_nhdsWithin] with z hz
      exact mem_Ioi.2 (sub_pos.2 (mem_Iio.1 hz))
  -- the minority-spin term diverges
  have hT : Tendsto (fun z : ℝ => ((1 - z)⁻¹) ^ (1 - p)) (𝓝[<] 1) atTop :=
    (tendsto_rpow_atTop (sub_pos.2 hp1)).comp (tendsto_inv_nhdsGT_zero.comp h0)
  refine tendsto_atBot.2 fun b => ?_
  filter_upwards [hT.eventually_ge_atTop (1 - 2 * b / p),
    Ioo_mem_nhdsLT (show (0 : ℝ) < 1 from one_pos)] with z hz hz01
  rw [(spinFactor_hasDerivAt p ⟨by linarith [hz01.1], hz01.2⟩).deriv]
  have e : ((1 - z)⁻¹) ^ (1 - p) = (1 - z) ^ (p - 1) := by
    have hn : 0 ≤ 1 - z := (sub_pos.2 hz01.2).le
    rw [Real.inv_rpow hn, ← Real.rpow_neg hn, neg_sub]
  rw [e] at hz
  -- the majority-spin term stays bounded
  have hA : (1 + z) ^ (p - 1) ≤ 1 :=
    Real.rpow_le_one_of_one_le_of_nonpos (by linarith [hz01.1]) (by linarith)
  calc p / 2 * ((1 + z) ^ (p - 1) - (1 - z) ^ (p - 1))
      ≤ p / 2 * (2 * b / p) :=
        mul_le_mul_of_nonneg_left (by linarith) (by linarith)
    _ = b := by field_simp
```

## The exponent 2/3

Setting p = 2/3 gives the end value 2^(2/3−1) = 2^(−1/3) and collects the preceding results. The statement also lists differentiability on (−1,1). Lean's `deriv` returns 0 where no derivative exists, and this clause shows that it is a genuine slope throughout that interval.

For gradient-corrected correlation functionals containing this φ, the theorem locates a singularity of the spin factor alone; the behaviour of the full potential depends on the other factors too.

```lean
/-- The gradient-correction spin factor, with exponent 2/3, is even and strictly concave,
decreases strictly from 1 to `2 ^ (-1/3)` between zero and full polarisation, and is
differentiable at partial polarisation with a slope that tends to minus infinity at full
polarisation. -/
theorem gradient_spinFactor :
    (∀ z, spinFactor (2 / 3) (-z) = spinFactor (2 / 3) z) ∧
    StrictConcaveOn ℝ (Icc (-1) 1) (spinFactor (2 / 3)) ∧
    StrictAntiOn (spinFactor (2 / 3)) (Icc 0 1) ∧
    spinFactor (2 / 3) 0 = 1 ∧
    spinFactor (2 / 3) 1 = (2 : ℝ) ^ (-(1 / 3) : ℝ) ∧
    (∀ z ∈ Ioo (-1 : ℝ) 1, DifferentiableAt ℝ (spinFactor (2 / 3)) z) ∧
    Tendsto (deriv (spinFactor (2 / 3))) (𝓝[<] 1) atBot := by
  have h0 : (0 : ℝ) < 2 / 3 := by norm_num
  have h1 : (2 / 3 : ℝ) < 1 := by norm_num
  refine ⟨spinFactor_neg _, spinFactor_strictConcaveOn h0 h1, spinFactor_strictAntiOn h0 h1,
    spinFactor_zero _, ?_, fun z hz => (spinFactor_hasDerivAt _ hz).differentiableAt,
    spinFactor_deriv_tendsto h0 h1⟩
  rw [spinFactor_one h0.ne', show (2 / 3 - 1 : ℝ) = -(1 / 3) by norm_num]
```

## The cube that multiplies the correction

In the PBE correlation functional the gradient correction carries the prefactor φ³. For 0 ≤ x < y ≤ 1 we have 0 ≤ φ(y) < φ(x), and cubing preserves the order, so φ³ decreases strictly. Its end values are

φ(0)³ = 1,  φ(1)³ = (2^(−1/3))³ = 2^(−1) = 1/2.

Full polarisation thus halves the prefactor. It need not halve the correction, since φ also enters the reduced gradient inside the logarithm.

```lean
/-- The cube of the gradient-correction spin factor decreases strictly from 1 for the
unpolarised gas to 1/2 for the fully polarised gas. -/
theorem gradient_spinFactor_cube :
    StrictAntiOn (fun z => spinFactor (2 / 3) z ^ 3) (Icc 0 1) ∧
    spinFactor (2 / 3) 0 ^ 3 = 1 ∧ spinFactor (2 / 3) 1 ^ 3 = 1 / 2 := by
  obtain ⟨-, -, hanti, hzero, hone, -, -⟩ := gradient_spinFactor
  refine ⟨?_, by rw [hzero, one_pow], ?_⟩
  · intro x hx y hy hxy
    have hpos : 0 ≤ spinFactor (2 / 3) y :=
      div_nonneg (add_nonneg (Real.rpow_nonneg (by linarith [hy.1]) _)
        (Real.rpow_nonneg (by linarith [hy.2]) _)) (by norm_num)
    exact pow_lt_pow_left₀ (hanti hx hy hxy) hpos (by norm_num)
  · have h : ((2 : ℝ) ^ (-(1 / 3) : ℝ)) ^ 3 = (2 : ℝ) ^ (-1 : ℝ) := by
      rw [← Real.rpow_natCast, ← Real.rpow_mul (by norm_num)]
      norm_num
    rw [hone, h, Real.rpow_neg_one]
    norm_num

end

end GradientSpinFactor
```

```lean
#print axioms GradientSpinFactor.gradient_spinFactor
#print axioms GradientSpinFactor.gradient_spinFactor_cube
```

```
'GradientSpinFactor.gradient_spinFactor' depends on axioms: [propext, Classical.choice, Quot.sound]
'GradientSpinFactor.gradient_spinFactor_cube' depends on axioms: [propext, Classical.choice, Quot.sound]
```
